# Breit's g factor from the first-order Zeeman shift of the Dirac 1s spinor

For 0 < a < 1, the Dirac 1s state of an electron bound to a point nucleus has the g factor

g = 2(1 + 2√(1 − a²))/3.

Here a is the nuclear charge number Z times the fine-structure constant, and g is defined by the energy shift to first order in a uniform magnetic field. The known 1s radial functions are the input: they are written down, and the radial Dirac equation is not solved here.

The formula shows how binding lowers the g factor of a hydrogen-like ion below the Dirac value 2 for a free electron. In this one-electron model with a fixed point nucleus and no radiative corrections, it can serve as a reference value for a four-component g-tensor program.

```lean
import Mathlib

open Matrix MeasureTheory Set

namespace BreitGFactor

noncomputable section
```

## The spinor and the magnetic perturbation

Take ħ, the electron mass and the speed of light as 1, and absorb the elementary charge into the unit of magnetic field. The Bohr magneton is then μ_B = 1/2. For a real vector v with Cartesian components v₀, v₁, v₂, the Pauli matrices σ combine to the 2 × 2 matrix σ·v, with rows

(v₂, v₀ − iv₁) and (v₀ + iv₁, −v₂).

```lean
/-- The Pauli matrices contracted with a real vector, `σ · v`. -/
def pauliDot (v : Fin 3 → ℝ) : Matrix (Fin 2) (Fin 2) ℂ :=
  !![(v 2 : ℂ), v 0 - Complex.I * v 1; v 0 + Complex.I * v 1, -(v 2 : ℂ)]
```

In spherical coordinates r, θ, φ the position is r n, with the unit vector

n = (sin θ cos φ, sin θ sin φ, cos θ).

```lean
/-- The unit vector with polar angle `θ` and azimuth `φ`. -/
def direction (θ φ : ℝ) : Fin 3 → ℝ :=
  ![Real.sin θ * Real.cos φ, Real.sin θ * Real.sin φ, Real.cos θ]
```

A uniform field B of unit strength along z has the vector potential A = B × (r n)/2, that is

A = (r sin θ/2)(−sin φ, cos φ, 0).

```lean
/-- The vector potential `B × r / 2` of a uniform unit magnetic field along `z`. -/
def vectorPotential (r θ φ : ℝ) : Fin 3 → ℝ :=
  ![-(r * Real.sin θ * Real.sin φ / 2), r * Real.sin θ * Real.cos φ / 2, 0]
```

Let χ = (1, 0) be spin up along z, and let G and F be the large and small radial functions. The state with angular momentum projection m = 1/2 is

ψ = (G χ, iF σ·n χ) = (G, 0, iF cos θ, iF sin θ e^(iφ)),

apart from a common factor 1/(r√(4π)). The square of that factor turns the volume element r² dr sin θ dθ dφ into dr times an average over the sphere, so it can be left out of the spinor. In `spinor`, the index type `Fin 2 ⊕ Fin 2` separates the upper two components from the lower two.

```lean
/-- The Dirac spinor `(G χ, i F (σ · n) χ)` with `χ` spin up along `z`; the common factor
`1 / (r √(4π))` is split off. -/
def spinor (G F θ φ : ℝ) : Fin 2 ⊕ Fin 2 → ℂ :=
  Sum.elim ![(G : ℂ), 0] ((Complex.I * F) • (pauliDot (direction θ φ) *ᵥ ![1, 0]))
```

Minimal coupling for an electron replaces the momentum p in the Dirac Hamiltonian by p + A. The perturbation is therefore α·A, where the Dirac matrices α have σ in both off-diagonal blocks and zero in the diagonal ones. Its local expectation value is

ψ†(α·A)ψ.

The block matrix built by `fromBlocks` is α·A, and `star` supplies the complex conjugation in ψ†.

```lean
/-- The local expectation value `ψ† (α · A) ψ` of the Zeeman operator in the Dirac spinor. -/
def zeemanDensity (G F r θ φ : ℝ) : ℂ :=
  star (spinor G F θ φ) ⬝ᵥ
    (fromBlocks 0 (pauliDot (vectorPotential r θ φ)) (pauliDot (vectorPotential r θ φ)) 0
      *ᵥ spinor G F θ φ)
```

## The g factor as a normalised energy shift

The average of a function f over the unit sphere is

⟨f⟩ = (1/4π) ∫₀^{2π} dφ ∫₀^π dθ f(θ, φ) sin θ.

```lean
/-- The average of a function of the two angles over the unit sphere. -/
def sphereAverage (f : ℝ → ℝ → ℝ) : ℝ :=
  1 / (4 * Real.pi) * ∫ φ in (0 : ℝ)..(2 * Real.pi), ∫ θ in (0 : ℝ)..Real.pi, f θ φ * Real.sin θ
```

The 1s level is doubly degenerate, but a field along z conserves the angular momentum projection and so does not mix m = 1/2 with m = −1/2. First-order perturbation theory therefore gives the shift per unit field as the expectation value of α·A, divided by the norm because G and F need not be normalised:

ΔE = ∫₀^∞ ⟨ψ†(α·A)ψ⟩ dr / ∫₀^∞ (G² + F²) dr.

The g factor is defined by ΔE = g μ_B m. With μ_B = m = 1/2 this means g = 4ΔE. The definition `gFactor` adopts this first-order expression and takes the real part of the density, which turns out to be real anyway.

```lean
/-- The g factor of the state with radial functions `G`, `F`: the first-order Zeeman shift per
unit field, divided by `μ_B m` with `μ_B = 1/2` and `m = 1/2`. It is meant for radial functions
with finite non-zero norm and finite Zeeman shift. -/
def gFactor (G F : ℝ → ℝ) : ℝ :=
  4 * (∫ r in Ioi (0 : ℝ), sphereAverage fun θ φ => (zeemanDensity (G r) (F r) r θ φ).re) /
    ∫ r in Ioi (0 : ℝ), (G r ^ 2 + F r ^ 2)
```

## The 1s radial functions

Write c for the exponent that governs the 1s functions near the nucleus:

c = √(1 − a²).

```lean
/-- The exponent `c = √(1 - a²)` of the Dirac 1s radial functions, for `0 < a < 1`. -/
def exponent (a : ℝ) : ℝ := Real.sqrt (1 - a ^ 2)
```

With r measured in reduced Compton wavelengths, the large function is

G(r) = √(1 + c) r^c e^(−ar).

```lean
/-- The large radial function `G = √(1 + c) r^c exp(-a r)` of the Dirac 1s state, not normalised,
for `0 < a < 1` and `r > 0`, with `c = exponent a`. -/
def large (a r : ℝ) : ℝ :=
  Real.sqrt (1 + exponent a) * (r ^ exponent a * Real.exp (-(a * r)))
```

The small function has the same radial shape and a different amplitude:

F(r) = √(1 − c) r^c e^(−ar).

```lean
/-- The small radial function `F = √(1 - c) r^c exp(-a r)` of the Dirac 1s state, on the same scale
as `large`, for `0 < a < 1` and `r > 0`, with `c = exponent a`. -/
def small (a r : ℝ) : ℝ :=
  Real.sqrt (1 - exponent a) * (r ^ exponent a * Real.exp (-(a * r)))
```

These two definitions carry the atomic physics of the point-charge Coulomb potential. The parameter a may be any real number between 0 and 1, not only a value that belongs to an integer Z.

## The field couples large to small components

The matrix σ·A has zero diagonal, and its off-diagonal entries are

(σ·A)₀₁ = −i(r sin θ/2) e^(−iφ), (σ·A)₁₀ = i(r sin θ/2) e^(iφ).

The upper components of ψ contribute

G · [−i(r sin θ/2) e^(−iφ)] · [iF sin θ e^(iφ)] = rGF sin²θ/2.

The lower components contribute the complex conjugate, which is the same real number:

[−iF sin θ e^(−iφ)] · [i(r sin θ/2) e^(iφ)] · G = rGF sin²θ/2.

Together,

ψ†(α·A)ψ = rGF sin²θ.

```lean
/-- The Zeeman operator couples the large and small components with local weight
`r G F sin² θ`. -/
theorem zeemanDensity_eq (G F r θ φ : ℝ) :
    zeemanDensity G F r θ φ = ((r * G * F * Real.sin θ ^ 2 : ℝ) : ℂ) := by
  have h := Real.sin_sq_add_cos_sq φ
  simp only [zeemanDensity, spinor, pauliDot, direction, vectorPotential]
  generalize Real.sin φ = q at h ⊢
  generalize Real.cos φ = p at h ⊢
  generalize Real.sin θ = s
  generalize Real.cos θ = t
  apply Complex.ext
  · simp [dotProduct, Matrix.mulVec, Fintype.sum_sum_type, Fin.sum_univ_two, pow_two]
    linear_combination (r * G * F * s ^ 2) * h
  · simp [dotProduct, Matrix.mulVec, Fintype.sum_sum_type, Fin.sum_univ_two, pow_two]
    ring
```

The proof compares real and imaginary parts after the matrix products have been expanded. The real part needs sin²φ + cos²φ = 1, which `linear_combination` supplies; the imaginary part cancels by algebra alone.

## The average over directions

The average of sin²θ requires the integral of sin³θ. Since

d/dθ (cos³θ/3 − cos θ) = −cos²θ sin θ + sin θ = sin³θ,

the integral from 0 to π is 2/3 − (−2/3) = 4/3. The azimuth gives 2π, so

⟨sin²θ⟩ = (1/4π) · 2π · 4/3 = 2/3,

and hence

⟨ψ†(α·A)ψ⟩ = (2/3) rGF.

```lean
/-- Averaged over all directions, the Zeeman density is `(2/3) r G F`. -/
theorem sphereAverage_zeeman (G F r : ℝ) :
    sphereAverage (fun θ φ => (zeemanDensity G F r θ φ).re) = 2 / 3 * (r * G * F) := by
  have hd : ∀ x : ℝ, HasDerivAt
      (fun x => Real.cos x * Real.cos x * Real.cos x / 3 - Real.cos x) (Real.sin x ^ 3) x := by
    intro x
    have hc := Real.hasDerivAt_cos x
    refine ((((hc.fun_mul hc).fun_mul hc).div_const 3).fun_sub hc).congr_deriv ?_
    linear_combination (-Real.sin x) * Real.sin_sq_add_cos_sq x
  -- the polar integral of sin³ θ
  have h3 : ∫ θ in (0 : ℝ)..Real.pi, Real.sin θ ^ 3 = 4 / 3 := by
    rw [intervalIntegral.integral_eq_sub_of_hasDerivAt (fun x _ => hd x)
      (Continuous.intervalIntegrable (by fun_prop) _ _)]
    norm_num [Real.cos_pi, Real.cos_zero]
  have hs : ∀ θ : ℝ, r * G * F * Real.sin θ ^ 2 * Real.sin θ = r * G * F * Real.sin θ ^ 3 :=
    fun θ => by ring
  simp only [sphereAverage, zeemanDensity_eq, Complex.ofReal_re, hs,
    intervalIntegral.integral_const_mul, h3, intervalIntegral.integral_const, smul_eq_mul,
    sub_zero]
  have hpi := Real.pi_ne_zero
  field_simp
```

In the proof, `hd` is the derivative above and `h3` the polar integral obtained from it. The azimuthal integrand is constant.

The factor 4 in the definition of g and this 2/3 combine to

g = (8/3) ∫₀^∞ rGF dr / ∫₀^∞ (G² + F²) dr.

```lean
/-- The g factor is `8/3` times the integral of `r G F`, divided by the integral of
`G² + F²`. -/
theorem gFactor_eq (G F : ℝ → ℝ) :
    gFactor G F = 8 / 3 * (∫ r in Ioi (0 : ℝ), r * G r * F r) /
      ∫ r in Ioi (0 : ℝ), (G r ^ 2 + F r ^ 2) := by
  simp only [gFactor, sphereAverage_zeeman, integral_const_mul]
  ring
```

The theorem `gFactor_eq` is stated for arbitrary real functions G and F. The ratio describes a first-order Zeeman shift when G and F belong to a bound eigenstate of the Dirac Hamiltonian without the field, as the 1s functions do; for arbitrary functions it need not be the shift of any level. The norm must also be finite and non-zero and the shift finite, since Lean assigns the value 0 to an integral that does not converge.

## Two Gamma integrals

For 0 < a < 1 we have 0 < 1 − a² < 1, and therefore

0 < c < 1, c² = 1 − a².

```lean
/-- For `0 < a < 1` the exponent `c` lies strictly between 0 and 1, and `c² = 1 - a²`. -/
theorem exponent_spec {a : ℝ} (h0 : 0 < a) (h1 : a < 1) :
    0 < exponent a ∧ exponent a < 1 ∧ exponent a ^ 2 = 1 - a ^ 2 := by
  have hp : 0 < 1 - a ^ 2 := by nlinarith
  have hc : 0 < exponent a := Real.sqrt_pos.mpr hp
  have hsq : exponent a ^ 2 = 1 - a ^ 2 := Real.sq_sqrt hp.le
  exact ⟨hc, by nlinarith [sq_pos_of_pos h0], hsq⟩
```

Both amplitudes √(1 + c) and √(1 − c) are thus real and positive. In the norm their squares add up to 2:

G² + F² = [(1 + c) + (1 − c)] r^(2c) e^(−2ar) = 2 r^(2c) e^(−2ar).

Set

J = ∫₀^∞ r^(2c) e^(−2ar) dr = Γ(2c + 1)/(2a)^(2c+1),

where Γ is the Gamma function. Then

∫₀^∞ (G² + F²) dr = 2J.

```lean
/-- For `0 < a < 1` the integral of `G² + F²` in the 1s state is
`2 Γ(2c + 1) / (2a)^(2c + 1)`. -/
theorem integral_norm {a : ℝ} (h0 : 0 < a) (h1 : a < 1) :
    ∫ r in Ioi (0 : ℝ), (large a r ^ 2 + small a r ^ 2) =
      2 * ((1 / (2 * a)) ^ (2 * exponent a + 1) * Real.Gamma (2 * exponent a + 1)) := by
  obtain ⟨hc, hc1, -⟩ := exponent_spec h0 h1
  rw [← Real.integral_rpow_mul_exp_neg_mul_Ioi (by linarith) (by linarith : 0 < 2 * a),
    ← integral_const_mul]
  refine setIntegral_congr_fun measurableSet_Ioi fun r hr => ?_
  have hr' : 0 < r := hr
  have e1 : r ^ (2 * exponent a + 1 - 1) = r ^ exponent a * r ^ exponent a := by
    rw [← Real.rpow_add hr']; congr 1; ring
  have e2 : Real.exp (-(2 * a * r)) = Real.exp (-(a * r)) * Real.exp (-(a * r)) := by
    rw [← Real.exp_add]; congr 1; ring
  simp only [large, small]
  rw [e1, e2]
  have s1 : Real.sqrt (1 + exponent a) ^ 2 = 1 + exponent a := Real.sq_sqrt (by linarith)
  have s2 : Real.sqrt (1 - exponent a) ^ 2 = 1 - exponent a := Real.sq_sqrt (by linarith)
  linear_combination (r ^ exponent a * Real.exp (-(a * r))) ^ 2 * s1 +
    (r ^ exponent a * Real.exp (-(a * r))) ^ 2 * s2
```

The proof rewrites the right-hand side as an integral with Mathlib's Gamma formula and compares integrands for r > 0. There `e1` and `e2` combine the powers and the exponentials, while `s1` and `s2` square the amplitudes.

In the overlap the amplitudes multiply to

√(1 + c) √(1 − c) = √(1 − c²) = a.

The extra factor r raises the power by one, and Γ(2c + 2) = (2c + 1) Γ(2c + 1), so

∫₀^∞ rGF dr = a ∫₀^∞ r^(2c+1) e^(−2ar) dr

= a Γ(2c + 2)/(2a)^(2c+2)

= a · (2c + 1)/(2a) · J

= (2c + 1)J/2.

```lean
/-- For `0 < a < 1` the integral of `r G F` in the 1s state is
`(2c + 1)/2` times `Γ(2c + 1) / (2a)^(2c + 1)`. -/
theorem integral_overlap {a : ℝ} (h0 : 0 < a) (h1 : a < 1) :
    ∫ r in Ioi (0 : ℝ), r * large a r * small a r =
      (2 * exponent a + 1) / 2 *
        ((1 / (2 * a)) ^ (2 * exponent a + 1) * Real.Gamma (2 * exponent a + 1)) := by
  obtain ⟨hc, hc1, hsq⟩ := exponent_spec h0 h1
  -- the product of the two amplitudes is a
  have hamp : Real.sqrt (1 + exponent a) * Real.sqrt (1 - exponent a) = a := by
    rw [← Real.sqrt_mul (by linarith),
      show (1 + exponent a) * (1 - exponent a) = a ^ 2 by linear_combination -hsq,
      Real.sqrt_sq h0.le]
  have hI : ∫ r in Ioi (0 : ℝ), r * large a r * small a r =
      a * ∫ r in Ioi (0 : ℝ), r ^ (2 * exponent a + 1 + 1 - 1) * Real.exp (-(2 * a * r)) := by
    rw [← integral_const_mul]
    refine setIntegral_congr_fun measurableSet_Ioi fun r hr => ?_
    have hr' : 0 < r := hr
    have e1 : r ^ (2 * exponent a + 1 + 1 - 1) = r ^ exponent a * r ^ exponent a * r := by
      rw [← Real.rpow_add hr', ← Real.rpow_add_one hr'.ne']; congr 1; ring
    have e2 : Real.exp (-(2 * a * r)) = Real.exp (-(a * r)) * Real.exp (-(a * r)) := by
      rw [← Real.exp_add]; congr 1; ring
    simp only [large, small]
    rw [e1, e2]
    linear_combination (r * (r ^ exponent a * Real.exp (-(a * r))) ^ 2) * hamp
  have hb : 1 / (2 * a) ≠ 0 := by positivity
  have hg : 2 * exponent a + 1 ≠ 0 := by positivity
  rw [hI, Real.integral_rpow_mul_exp_neg_mul_Ioi (by linarith) (by linarith : 0 < 2 * a),
    Real.rpow_add_one hb, Real.Gamma_add_one hg]
  have ha : a * (1 / (2 * a)) = 1 / 2 := by field_simp
  linear_combination ((1 / (2 * a)) ^ (2 * exponent a + 1) *
    ((2 * exponent a + 1) * Real.Gamma (2 * exponent a + 1))) * ha
```

The product of amplitudes is `hamp`, and `hI` reduces the overlap to a single Gamma integral. The recurrence `Real.Gamma_add_one` then brings out the factor 2c + 1, and `ha` cancels a against 2a.

## Breit's formula

Substitution of the two integrals gives

g = (8/3) · [(2c + 1)J/2] / (2J) = 2(1 + 2c)/3.

The division is legitimate because J > 0.

```lean
/-- Breit's formula: for `0 < a < 1` the g factor of the Dirac 1s state is
`2 (1 + 2 √(1 - a²)) / 3`. -/
theorem breit_gFactor {a : ℝ} (h0 : 0 < a) (h1 : a < 1) :
    gFactor (large a) (small a) = 2 * (1 + 2 * Real.sqrt (1 - a ^ 2)) / 3 := by
  change _ = 2 * (1 + 2 * exponent a) / 3
  have hc := (exponent_spec h0 h1).1
  rw [gFactor_eq, integral_norm h0 h1, integral_overlap h0 h1]
  have hJ : (1 / (2 * a)) ^ (2 * exponent a + 1) * Real.Gamma (2 * exponent a + 1) ≠ 0 :=
    (mul_pos (Real.rpow_pos_of_pos (by positivity) _) (Real.Gamma_pos_of_pos (by linarith))).ne'
  generalize (1 / (2 * a)) ^ (2 * exponent a + 1) * Real.Gamma (2 * exponent a + 1) = J at hJ ⊢
  field_simp
  ring
```

The statement of `breit_gFactor` reads: for every real a with 0 < a < 1, the g factor computed from the functions `large a` and `small a` equals 2(1 + 2√(1 − a²))/3. The proof inserts the general ratio and the two integrals, shows J ≠ 0 from the positivity of the Gamma function, and cancels J.

## The leading relativistic correction with its error

Since a² = 1 − c², the difference between 2 − 2a²/3 and g is a perfect square up to a factor:

(2 − 2a²/3) − g = (2/3)(1 − 2c + c²) = (2/3)(1 − c)².

This is positive because c < 1. Moreover a² = (1 − c)(1 + c) > 1 − c, because c > 0. Squaring gives (1 − c)² < a⁴, and so

2 − 2a²/3 − 2a⁴/3 < g < 2 − 2a²/3.

The term −2a²/3 is the leading relativistic correction, and its error is smaller than 2a⁴/3 throughout 0 < a < 1.

```lean
/-- For `0 < a < 1` the 1s g factor lies below `2 - 2a²/3`, by less than `2a⁴/3`. -/
theorem breit_correction {a : ℝ} (h0 : 0 < a) (h1 : a < 1) :
    2 - 2 * a ^ 2 / 3 - 2 * a ^ 4 / 3 < gFactor (large a) (small a) ∧
      gFactor (large a) (small a) < 2 - 2 * a ^ 2 / 3 := by
  obtain ⟨hc, hc1, hsq⟩ := exponent_spec h0 h1
  have hg : gFactor (large a) (small a) = 2 * (1 + 2 * exponent a) / 3 := breit_gFactor h0 h1
  have hpos : 0 < 1 - exponent a := by linarith
  -- the remainder is (2/3)(1 - c)², and 1 - c < a²
  have hlt : 1 - exponent a < a ^ 2 := by nlinarith [mul_pos hc hpos]
  have h4 : (1 - exponent a) ^ 2 < a ^ 4 := by nlinarith
  rw [hg]
  constructor
  · nlinarith
  · nlinarith [mul_pos hpos hpos]

end

end BreitGFactor
```

Here `hlt` is the inequality 1 − c < a² and `h4` its square. After Breit's formula and c² = 1 − a² are inserted, the lower bound follows from `h4` and the upper bound from (1 − c)² > 0, which is supplied to the last `nlinarith` as a product of positive numbers.

```lean
#print axioms BreitGFactor.breit_gFactor
-- 'BreitGFactor.breit_gFactor' depends on axioms: [propext, Classical.choice, Quot.sound]
#print axioms BreitGFactor.breit_correction
-- 'BreitGFactor.breit_correction' depends on axioms: [propext, Classical.choice, Quot.sound]
```
